# On an odd ring of $L$ sites, the wrapped mean-square displacement of a symmetric unit-step walk from the cell centre tends to $(L^2-1)/12$, while the unwrapped one equals the step number

A particle hopping in a periodic cell has two displacements, one folded back into the cell and one that keeps the net displacement across cell boundaries. Here the walk lives on the integers, and folding is a function applied to its final position. Both displacements then come from the same set of walks.

A Markov chain on the $L$ sites would be another model. The wrapped limit would become a statement about powers of a transition matrix, but the site alone does not determine the unwrapped displacement; a counter of boundary crossings added to the state would supply the missing information.

## Saturation against linear growth

Let $\sigma_i=\pm1$ be the steps and $X_n=\sum_{i=0}^{n-1}\sigma_i$ the position after $n$ of them. Write $\langle\cdot\rangle$ for the average over all $2^n$ equally likely sequences. For odd $L=2m+1$, the wrapped coordinate is

$$W(x)=\big((x+m)\bmod L\big)-m .$$

It lies in $[-m,m]$ and differs from $x$ by a multiple of $L$, as `wrap_spec` states. The results are

$$\langle X_n^2\rangle=n,\qquad \langle W(X_n)^2\rangle\to\frac{L^2-1}{12}\quad(n\to\infty).$$

With lattice spacing and time step set to 1, the one-dimensional diffusion estimate is the mean-square displacement over $2n$. It tends to $1/2$ in unwrapped coordinates and to $0$ in wrapped ones.

In Lean, a walk is a function `Fin n → Bool`, `position` is $X_n$, `walkMean` is the average, and `wrap L x` is $W(x)$, with integer division giving `(L : ℤ) / 2` $=m$. The hypothesis `Odd L` says that the ring has an odd number of sites. `Tendsto … atTop (𝓝 c)` says that the sequence converges to $c$. The case $L=1$ is included: the only wrapped coordinate is 0, and so is the limit.

## Diffusion coefficients from stored trajectories

Molecular dynamics and kinetic Monte Carlo codes often store positions folded into the cell and later fit a diffusion coefficient to the mean-square displacement; for a single walker that starts at the centre of a one-dimensional cell with an odd number of sites, the result gives the plateau that appears if the unwrapping is forgotten. If the starting sites are instead uniformly distributed and the displacement is the difference of two wrapped coordinates, the plateau is twice as high, $(L^2-1)/6$. A plateau near the value for the starting distribution used, in squared lattice spacings, is therefore a reason to check which coordinates entered the average.

## From one step to the long-time limit

**Unwrapped growth.** Conditioning on the first step gives

$$\langle f(X_{n+1})\rangle=\tfrac12\big[\langle f(1+X_n)\rangle+\langle f(-1+X_n)\rangle\big],$$

which is `walkMean_succ`; its proof splits each sequence into its first step and the rest. For any real $a$, the claim $\langle(a+X_n)^2\rangle=a^2+n$ holds at $n=0$, and the induction step is

$$\tfrac12\big[(a+1)^2+n+(a-1)^2+n\big]=a^2+n+1.$$

Setting $a=0$ gives `unwrappedMSD_eq`. The free $a$ lets the induction hypothesis apply directly after the first step has moved the starting point.

**Fourier modes.** Let $\psi(j)=e^{2\pi i j/L}$, a phase and not a wavefunction. For a mode $k$, an element of `ZMod L`, define

$$h(k)=\frac{\psi(k)+\psi(-k)}2=\cos\frac{2\pi k}{L}.$$

The file calls this `hop`; it is the one-step eigenvalue, not a hopping rate. If $\langle a\,\psi(kX_n)\rangle=a\,h(k)^n$ for every complex $a$, then

$$\langle a\,\psi(kX_{n+1})\rangle=\tfrac12\big[a\psi(k)+a\psi(-k)\big]h(k)^n=a\,h(k)^{n+1}.$$

The case $n=0$ holds because $X_0=0$ and $\psi(0)=1$. This is the induction in `walkMean_mode`, where the phase of the first step is absorbed into the prefactor.

**Damping.** If $k\neq0$ and $L$ is odd, then $2k\neq0$ modulo $L$, so $\psi(k)\neq\psi(-k)$. Both phases have modulus 1, and the parallelogram law gives

$$|\psi(k)+\psi(-k)|^2=4-|\psi(k)-\psi(-k)|^2<4,$$

hence $|h(k)|<1$. This is `norm_hop_lt_one`, where `nlinarith` draws the last inequality from the squared norms.

**Expansion of an observable.** For a real function $f$ on the ring, put $\hat f(k)=\frac1L\sum_y f(y)\psi(-ky)$. This is `amplitude`; note that the factor $1/L$ sits in the forward transform. Since $\sum_k\psi(k(x-y))$ is $L$ for $x=y$ and 0 otherwise,

$$\sum_k\hat f(k)\psi(kx)=\sum_y\frac{f(y)}L\sum_k\psi(k(x-y))=f(x).$$

Averaging over walks gives `walkMean_eq_modes`:

$$\langle f(X_n)\rangle=\sum_k\hat f(k)\,h(k)^n .$$

As $n\to\infty$ only $k=0$ survives, because $h(0)=1$. The limit is $\hat f(0)=\frac1L\sum_y f(y)$, the uniform site average. The theorem `equidistribution` takes this limit term by term and then passes to real parts.

**Sum over sites.** Take $f=W^2$ and number the sites from the left edge of the cell by $j=0,\dots,L-1$, so that the offsets are $j-m$. Then

$$\sum_{j=0}^{L-1}(j-m)^2=\frac{L(L-1)(2L-1)}6-mL(L-1)+Lm^2=\frac{L(L^2-1)}{12},$$

where the last equality uses $m=(L-1)/2$. Division by $L$ gives the plateau. In `wrappedMSD_tendsto`, `hsum` carries out this renumbering and sum, and `hf` identifies the offset with `wrap`.

**Diffusion estimates.** A convergent sequence divided by $2n$ tends to 0, while $n/(2n)=1/2$ for $n\ge1$. These are the two halves of `diffusion_estimates`.

**Three sites.** For $L=3$ the plateau is $2/3$. The squared offsets are $0,1,1$, so $\hat f(0)=2/3$, and the other two modes have $\hat f=-1/3$ and $h=-1/2$. Hence

$$\langle W(X_n)^2\rangle=\tfrac23-\tfrac23\left(-\tfrac12\right)^n,$$

which gives $0,\,1,\,\tfrac12,\,\tfrac34$ for $n=0,1,2,3$. Direct counting agrees at $n=3$: two of the eight walks end at $\pm3$ and wrap to 0, and six end at $\pm1$, so the average is $6/8$. The diffusion estimate there is $1/8$ in wrapped coordinates and $1/2$ in unwrapped ones.

## The walk, its modes and both limits in Lean

```lean
import Mathlib

open Filter Topology

noncomputable section

namespace RingWalk

/-- The unwrapped position reached from 0 by a sequence of steps +1 (true) or -1 (false). -/
def position {n : ℕ} (s : Fin n → Bool) : ℤ := ∑ i, if s i then 1 else -1

/-- The average of an observable of the final position over all `2 ^ n` equally likely walks
of `n` steps. -/
def walkMean {K : Type*} [RCLike K] (n : ℕ) (f : ℤ → K) : K :=
  (∑ s : Fin n → Bool, f (position s)) / 2 ^ n

/-- The wrapped coordinate of `x` in a periodic cell of `L ≥ 1` sites whose leftmost site is
`-(L / 2)`, with integer division; for odd `L` the cell is centred at 0. -/
def wrap (L : ℕ) (x : ℤ) : ℤ := (x + (L : ℤ) / 2) % (L : ℤ) - (L : ℤ) / 2

/-- The mean-square displacement after `n` steps, computed from unwrapped positions. -/
def unwrappedMSD (n : ℕ) : ℝ := walkMean n (fun x : ℤ => (x : ℝ) ^ 2)

/-- The mean-square displacement after `n` steps, computed from positions wrapped into a cell
of `L ≥ 1` sites. -/
def wrappedMSD (L n : ℕ) : ℝ := walkMean n (fun x : ℤ => (wrap L x : ℝ) ^ 2)

/-- For odd `L` the wrapped coordinate lies between `-(L-1)/2` and `(L-1)/2` and differs from
the unwrapped one by a whole number of cell lengths. -/
theorem wrap_spec {L : ℕ} (hL : Odd L) (x : ℤ) :
    -(((L : ℤ) - 1) / 2) ≤ wrap L x ∧ wrap L x ≤ ((L : ℤ) - 1) / 2 ∧
      (L : ℤ) ∣ x - wrap L x := by
  obtain ⟨m, hm⟩ := hL
  have hpos : (0 : ℤ) < L := by omega
  have h1 := Int.emod_nonneg (x + (L : ℤ) / 2) hpos.ne'
  have h2 := Int.emod_lt_of_pos (x + (L : ℤ) / 2) hpos
  have h3 := Int.emod_def (x + (L : ℤ) / 2) (L : ℤ)
  unfold wrap
  refine ⟨by omega, by omega, ⟨(x + (L : ℤ) / 2) / (L : ℤ), by linarith⟩⟩

/-- An average over `n + 1` steps is the mean of the two averages over `n` steps that follow a
first step to the right or to the left. -/
theorem walkMean_succ {K : Type*} [RCLike K] (n : ℕ) (f : ℤ → K) :
    walkMean (n + 1) f =
      (walkMean n (fun x => f (1 + x)) + walkMean n (fun x => f (-1 + x))) / 2 := by
  -- split a sequence into its first step and the rest
  let e : Bool × (Fin n → Bool) ≃ (Fin (n + 1) → Bool) := Fin.consEquiv (fun _ => Bool)
  have h := Fintype.sum_equiv e
    (fun p => f (position (Fin.cons p.1 p.2 : Fin (n + 1) → Bool)))
    (fun s => f (position s)) (fun _ => rfl)
  have h' : ∑ s : Fin (n + 1) → Bool, f (position s) =
      ∑ s : Fin n → Bool, f (1 + position s) + ∑ s : Fin n → Bool, f (-1 + position s) := by
    rw [← h, Fintype.sum_prod_type, Fintype.sum_bool]
    simp [position, Fin.sum_univ_succ]
  unfold walkMean
  rw [h']
  ring

/-- The unwrapped mean-square displacement equals the number of steps. -/
theorem unwrappedMSD_eq (n : ℕ) : unwrappedMSD n = n := by
  -- an arbitrary starting point `a` makes the induction close
  have key : ∀ a : ℝ, walkMean n (fun x : ℤ => (a + (x : ℝ)) ^ 2) = a ^ 2 + n := by
    induction n with
    | zero => intro a; simp [walkMean, position]
    | succ n ih =>
      intro a
      have e1 : (fun x : ℤ => (a + ((1 + x : ℤ) : ℝ)) ^ 2) =
          fun x : ℤ => ((a + 1) + (x : ℝ)) ^ 2 := by
        funext x; push_cast; ring
      have e2 : (fun x : ℤ => (a + ((-1 + x : ℤ) : ℝ)) ^ 2) =
          fun x : ℤ => ((a - 1) + (x : ℝ)) ^ 2 := by
        funext x; push_cast; ring
      rw [walkMean_succ, e1, e2, ih, ih]
      push_cast
      ring
  simpa [unwrappedMSD] using key 0

local notation "ψ" => ZMod.stdAddChar

variable {L : ℕ} [NeZero L]

/-- The factor by which one step of the walk, averaged over its two directions, multiplies the
Fourier mode `k` of the ring. -/
def hop (k : ZMod L) : ℂ := (ψ k + ψ (-k)) / 2

/-- The Fourier amplitude of an observable `f` on a ring of `L ≥ 1` sites. -/
def amplitude (f : ZMod L → ℝ) (k : ZMod L) : ℂ := (∑ y, (f y : ℂ) * ψ (-(k * y))) / L

/-- On a ring of odd size every mode other than the uniform one is damped at each step. -/
theorem norm_hop_lt_one (hL : Odd L) {k : ZMod L} (hk : k ≠ 0) : ‖hop k‖ < 1 := by
  have hz : ∀ j : ZMod L, ‖(ψ j : ℂ)‖ = 1 := by
    intro j
    have h : (ψ j : ℂ) ^ L = 1 := by
      rw [← AddChar.map_nsmul_eq_pow, nsmul_eq_mul, ZMod.natCast_self, zero_mul,
        AddChar.map_zero_eq_one]
    exact (pow_eq_one_iff_of_nonneg (norm_nonneg _) (NeZero.ne L)).1
      (by rw [← norm_pow, h, norm_one])
  -- the two phases coincide only if 2k = 0, which odd L forbids for k ≠ 0
  have hne : (ψ k : ℂ) ≠ ψ (-k) := by
    intro h
    have h' : k = -k := ZMod.injective_stdAddChar h
    obtain ⟨m, hm⟩ := hL
    rcases (ZMod.neg_eq_self_iff k).1 h'.symm with h0 | h0
    · exact hk h0
    · omega
  have par := parallelogram_law_with_norm ℂ (ψ k : ℂ) (ψ (-k))
  simp only [hz] at par
  have hp : 0 < ‖(ψ k : ℂ) - ψ (-k)‖ := norm_pos_iff.2 (sub_ne_zero.2 hne)
  have h2 : ‖(2 : ℂ)‖ = 2 := by norm_num
  rw [hop, norm_div, h2, div_lt_one (by norm_num)]
  nlinarith [mul_pos hp hp, norm_nonneg ((ψ k : ℂ) + ψ (-k))]

/-- The average over `n` steps of a Fourier mode with prefactor `a` is `a` times the `n`-th
power of the one-step factor. -/
theorem walkMean_mode (k : ZMod L) (n : ℕ) (a : ℂ) :
    walkMean n (fun x : ℤ => a * ψ (k * (x : ZMod L))) = a * hop k ^ n := by
  induction n generalizing a with
  | zero => simp [walkMean, position]
  | succ n ih =>
    have e1 : (fun x : ℤ => a * ψ (k * ((1 + x : ℤ) : ZMod L))) =
        fun x : ℤ => (a * ψ k) * ψ (k * (x : ZMod L)) := by
      funext x
      rw [Int.cast_add, Int.cast_one, mul_add, mul_one, AddChar.map_add_eq_mul]
      ring
    have e2 : (fun x : ℤ => a * ψ (k * ((-1 + x : ℤ) : ZMod L))) =
        fun x : ℤ => (a * ψ (-k)) * ψ (k * (x : ZMod L)) := by
      funext x
      rw [Int.cast_add, Int.cast_neg, Int.cast_one, mul_add, mul_neg, mul_one,
        AddChar.map_add_eq_mul]
      ring
    have hc : (ψ k : ℂ) + ψ (-k) = 2 * hop k := by unfold hop; ring
    rw [walkMean_succ, e1, e2, ih, ih]
    linear_combination (a * hop k ^ n / 2) * hc

/-- The average of any observable on the ring after `n` steps is the sum of its Fourier
amplitudes, each multiplied by the `n`-th power of its one-step factor. -/
theorem walkMean_eq_modes (f : ZMod L → ℝ) (n : ℕ) :
    walkMean n (fun x : ℤ => (f (x : ZMod L) : ℂ)) = ∑ k, amplitude f k * hop k ^ n := by
  have hL0 : (L : ℂ) ≠ 0 := Nat.cast_ne_zero.2 (NeZero.ne L)
  -- Fourier inversion on the ring
  have inv : ∀ x : ZMod L, (f x : ℂ) = ∑ k, amplitude f k * ψ (k * x) := by
    intro x
    symm
    calc ∑ k, amplitude f k * ψ (k * x)
        = ∑ k, ∑ y, (f y : ℂ) / L * ψ (k * (x - y)) := by
          refine Finset.sum_congr rfl fun k _ => ?_
          rw [amplitude, Finset.sum_div, Finset.sum_mul]
          refine Finset.sum_congr rfl fun y _ => ?_
          rw [mul_sub, sub_eq_neg_add, AddChar.map_add_eq_mul]
          ring
      _ = ∑ y, (f y : ℂ) / L * ∑ k, ψ (k * (x - y)) := by
          rw [Finset.sum_comm]
          simp_rw [Finset.mul_sum]
      _ = f x := by
          simp_rw [AddChar.sum_mulShift _ (ZMod.isPrimitive_stdAddChar L)]
          rw [Finset.sum_eq_single x]
          · simp [hL0]
          · intro y _ hy
            have h : x - y ≠ 0 := sub_ne_zero.2 hy.symm
            simp [h]
          · simp
  simp_rw [inv, ← walkMean_mode]
  simp only [walkMean]
  rw [Finset.sum_comm, Finset.sum_div]

/-- On a ring of odd size the average of any observable tends to its uniform average over the
sites. -/
theorem equidistribution (hL : Odd L) (f : ZMod L → ℝ) :
    Tendsto (fun n => walkMean n (fun x : ℤ => f (x : ZMod L))) atTop
      (𝓝 ((∑ y, f y) / L)) := by
  have hlim : Tendsto (fun n : ℕ => ∑ k, amplitude f k * hop k ^ n) atTop
      (𝓝 (∑ k : ZMod L, if k = 0 then amplitude f 0 else 0)) := by
    refine tendsto_finsetSum _ fun k _ => ?_
    by_cases hk : k = 0
    · have h0 : hop (0 : ZMod L) = 1 := by simp [hop]
      rw [if_pos hk, hk]
      simp only [h0, one_pow, mul_one]
      exact tendsto_const_nhds
    · rw [if_neg hk]
      simpa using (tendsto_pow_atTop_nhds_zero_of_norm_lt_one
        (norm_hop_lt_one hL hk)).const_mul (amplitude f k)
  have hr := (Complex.continuous_re.tendsto _).comp hlim
  have hc : ∀ n, walkMean n (fun x : ℤ => f (x : ZMod L)) =
      (∑ k, amplitude f k * hop k ^ n).re := by
    intro n
    have h : walkMean n (fun x : ℤ => (f (x : ZMod L) : ℂ)) =
        ((walkMean n (fun x : ℤ => f (x : ZMod L)) : ℝ) : ℂ) := by simp [walkMean]
    rw [← walkMean_eq_modes, h, Complex.ofReal_re]
  have hs : (∑ k : ZMod L, if k = 0 then amplitude f 0 else 0).re = (∑ y, f y) / L := by
    have h : (∑ k : ZMod L, if k = 0 then amplitude f 0 else 0) =
        (((∑ y, f y) / L : ℝ) : ℂ) := by simp [amplitude]
    rw [h, Complex.ofReal_re]
  rw [← hs]
  exact hr.congr fun n => (hc n).symm

omit [NeZero L] in
/-- On a ring of odd size `L` the wrapped mean-square displacement tends to `(L² - 1)/12`. -/
theorem wrappedMSD_tendsto (hL : Odd L) :
    Tendsto (wrappedMSD L) atTop (𝓝 (((L : ℝ) ^ 2 - 1) / 12)) := by
  obtain ⟨m, hm⟩ := id hL
  have : NeZero L := ⟨by omega⟩
  have h := equidistribution hL (fun y : ZMod L => (((y + (m : ZMod L)).val : ℝ) - m) ^ 2)
  have hpoly : ∀ N : ℕ, ∑ j ∈ Finset.range N, ((j : ℝ) - m) ^ 2 =
      N * (N - 1) * (2 * N - 1) / 6 - m * N * (N - 1) + N * m ^ 2 := by
    intro N
    induction N with
    | zero => simp
    | succ N ih => rw [Finset.sum_range_succ, ih]; push_cast; ring
  -- number the sites from the left edge of the cell
  have hsum : ∑ y : ZMod L, (((y + (m : ZMod L)).val : ℝ) - m) ^ 2 =
      L * (((L : ℝ) ^ 2 - 1) / 12) := by
    calc ∑ y : ZMod L, (((y + (m : ZMod L)).val : ℝ) - m) ^ 2
        = ∑ j ∈ Finset.range L, ((j : ℝ) - m) ^ 2 := by
          refine Finset.sum_nbij' (fun y : ZMod L => (y + (m : ZMod L)).val)
            (fun j : ℕ => (j : ZMod L) - (m : ZMod L)) ?_ ?_ ?_ ?_ ?_
          · intro y _; exact Finset.mem_range.2 (ZMod.val_lt _)
          · intro j _; exact Finset.mem_univ _
          · intro y _
            rw [ZMod.natCast_zmod_val, add_sub_cancel_right]
          · intro j hj
            rw [sub_add_cancel, ZMod.val_cast_of_lt (Finset.mem_range.1 hj)]
          · intro y _; rfl
      _ = L * (((L : ℝ) ^ 2 - 1) / 12) := by
          have hmR : (L : ℝ) = 2 * m + 1 := by exact_mod_cast hm
          rw [hpoly, hmR]
          ring
  have hf : ∀ x : ℤ, (wrap L x : ℝ) =
      (((x : ZMod L) + (m : ZMod L)).val : ℝ) - m := by
    intro x
    have hv := ZMod.val_intCast (n := L) (x + (m : ℤ))
    rw [Int.cast_add, Int.cast_natCast] at hv
    have h2 : (L : ℤ) / 2 = m := by omega
    have hw : wrap L x = (((x : ZMod L) + (m : ZMod L)).val : ℤ) - (m : ℤ) := by
      rw [wrap, h2, hv]
    rw [hw, Int.cast_sub, Int.cast_natCast, Int.cast_natCast]
  have hL0 : (L : ℝ) ≠ 0 := Nat.cast_ne_zero.2 (NeZero.ne L)
  rw [hsum, mul_div_cancel_left₀ _ hL0] at h
  exact h.congr fun n => by simp only [wrappedMSD, hf]

omit [NeZero L] in
/-- On a ring of odd size the diffusion estimate, mean-square displacement over `2n`, tends to 0
in wrapped coordinates and to `1/2` in unwrapped ones. -/
theorem diffusion_estimates (hL : Odd L) :
    Tendsto (fun n : ℕ => wrappedMSD L n / (2 * (n : ℝ))) atTop (𝓝 0) ∧
      Tendsto (fun n : ℕ => unwrappedMSD n / (2 * (n : ℝ))) atTop (𝓝 (1 / 2)) := by
  constructor
  · have hn : Tendsto (fun n : ℕ => 2 * (n : ℝ)) atTop atTop :=
      tendsto_natCast_atTop_atTop.const_mul_atTop (by norm_num)
    exact (wrappedMSD_tendsto hL).div_atTop hn
  · refine tendsto_const_nhds.congr' ?_
    filter_upwards [eventually_gt_atTop 0] with n hn
    have h : (n : ℝ) ≠ 0 := Nat.cast_ne_zero.2 hn.ne'
    rw [unwrappedMSD_eq]
    field_simp

end RingWalk
```

```lean
#print axioms RingWalk.wrap_spec
#print axioms RingWalk.unwrappedMSD_eq
#print axioms RingWalk.diffusion_estimates
```

```
'RingWalk.wrap_spec' depends on axioms: [propext, Classical.choice, Quot.sound]
'RingWalk.unwrappedMSD_eq' depends on axioms: [propext, Classical.choice, Quot.sound]
'RingWalk.diffusion_estimates' depends on axioms: [propext, Classical.choice, Quot.sound]
```

## Full ensembles, odd cells and saved frames

The theorems guarantee the value $n$ at every step number, the wrapped plateau for every odd $L$, and the limits of both diffusion estimates. They concern averages over all walks, so they say nothing about the statistical error of a finite sample. The steps are independent and unbiased, and there is one particle in one dimension. The walk starts at the cell centre; from another site, the difference of two wrapped coordinates is a different quantity.

Oddness matters for the plateau. With $L=2$ the wrapped mean-square displacement alternates between 0 and 1, so in that case there is no limit.

One step that this model leaves out, compared with a real trajectory file, is the unwrapping itself. In Lean the unwrapped position is a sum of known steps, whereas a code that rebuilds it from saved wrapped frames needs further information or an assumption, for example stored boundary crossings, or the assumption that no particle is displaced by half a cell length or more between frames.
